# The Young operator $ba$ on the tensor power of $\mathbb{C}^d$ is nonzero exactly when its diagram has at most $d$ rows

Suppose you build spin functions for several electrons by applying a Young operator to products of up and down spins, and the result is the zero vector. There is nothing to normalise, and the zero has two possible causes. The starting product may have been a poor choice, or the diagram may give zero on every product. You could try the products one after another until one survives or none is left, but a criterion on the diagram makes that search unnecessary.

The criterion is a count of rows. Let each particle have $d$ levels, let $a$ be the sum of all permutations within the rows of the diagram, and let $b$ be the signed sum of all permutations within its columns. With more than $d$ rows, $ba$ gives zero on every state. With at most $d$ rows, some product state survives.

## Cells as particles, amplitudes as tensors

```lean
import Mathlib

open Equiv

namespace YoungTensorSpace

noncomputable section

/-- The cells of a Young diagram; each cell labels one tensor factor (one particle). -/
abbrev Cell (μ : YoungDiagram) := {c : ℕ × ℕ // c ∈ μ.cells}
```

A cell is a pair (row, column) of natural numbers belonging to the diagram $\mu$, with both counts starting at 0. For a cell `c`, the expression `c.1.1` is its row and `c.1.2` its column. Each cell labels one particle.

```lean
/-- The tensor power of `ℂ^d` with one factor per cell, written as amplitudes in the
product basis: a basis configuration assigns one of `d` levels to each cell. -/
abbrev State (μ : YoungDiagram) (d : ℕ) := (Cell μ → Fin d) → ℂ
```

A configuration $x$ assigns one of the levels $0,\dots,d-1$ to each cell. A `State` is a function $\psi$ giving a complex amplitude $\psi(x)$ for each configuration. Despite the name, it need not be normalised and may be zero.

Applying this to $n$ numbered particles takes one identification that the code leaves to the reader: write the numbers $1,\dots,n$ into the cells, which is a choice of Young tableau, and read $\psi(x)$ as the components of a tensor in a chosen product basis.

```lean
/-- The row group: permutations of the cells that keep every cell in its row. -/
def rowGroup (μ : YoungDiagram) : Subgroup (Perm (Cell μ)) where
  carrier := {g | ∀ c, (g c).1.1 = c.1.1}
  one_mem' := fun _ => rfl
  mul_mem' := by
    intro g h hg hh c
    exact (hg (h c)).trans (hh c)
  inv_mem' := by
    intro g hg c
    have h : (g (g.symm c)).1.1 = (g.symm c).1.1 := hg _
    rw [Equiv.apply_symm_apply] at h
    exact h.symm
```

The row group $R$ consists of the permutations $g$ of the cells for which $g(c)$ is always in the same row as $c$. The `carrier` line states this condition. The other fields prove that the identity, products and inverses satisfy it too.

```lean
/-- The column group: permutations of the cells that keep every cell in its column. -/
def colGroup (μ : YoungDiagram) : Subgroup (Perm (Cell μ)) where
  carrier := {g | ∀ c, (g c).1.2 = c.1.2}
  one_mem' := fun _ => rfl
  mul_mem' := by
    intro g h hg hh c
    exact (hg (h c)).trans (hh c)
  inv_mem' := by
    intro g hg c
    have h : (g (g.symm c)).1.2 = (g.symm c).1.2 := hg _
    rw [Equiv.apply_symm_apply] at h
    exact h.symm

/-- The row group is finite. -/
instance rowFintype (μ : YoungDiagram) : Fintype (rowGroup μ) := Fintype.ofFinite _

/-- The column group is finite. -/
instance colFintype (μ : YoungDiagram) : Fintype (colGroup μ) := Fintype.ofFinite _
```

The column group $C$ is defined in the same way, with columns in place of rows.

## Permutations, row sums and column sums as operators

```lean
variable {μ : YoungDiagram} {d : ℕ}

/-- The operator that permutes the tensor factors by `g`. -/
def permOp (d : ℕ) (g : Perm (Cell μ)) : State μ d →ₗ[ℂ] State μ d where
  toFun ψ := fun x => ψ (x ∘ g)
  map_add' _ _ := rfl
  map_smul' _ _ := rfl
```

The arrow `→ₗ[ℂ]` denotes a complex-linear map. The operator $P_g$ acts by $(P_g\psi)(x)=\psi(x\circ g)$, where $x\circ g$ is the configuration that gives cell $c$ the level $x(g(c))$.

```lean
/-- The row symmetriser `a`: the sum of all row permutations. -/
def rowSym (μ : YoungDiagram) (d : ℕ) : State μ d →ₗ[ℂ] State μ d :=
  ∑ g : rowGroup μ, permOp d g.1

/-- The column antisymmetriser `b`: the sum of all column permutations with their signs. -/
def colAnti (μ : YoungDiagram) (d : ℕ) : State μ d →ₗ[ℂ] State μ d :=
  ∑ g : colGroup μ, ((Perm.sign g.1 : ℤ) : ℂ) • permOp d g.1
```

These are the two sums

$$a=\sum_{g\in R}P_g,\qquad b=\sum_{g\in C}\operatorname{sgn}(g)\,P_g .$$

Neither is divided by the order of its group. Textbooks differ in the letters and in the order of the product; here $ba$ means that $a$ acts first.

```lean
/-- The product basis state in which the cells occupy the levels given by `x`. -/
def basisState (x : Cell μ → Fin d) : State μ d := fun y => if y = x then 1 else 0
```

The basis state $e_x$ has amplitude 1 on the configuration $x$ and 0 on all others.

```lean
/-- The filling that puts level `i` in every cell of row `i`, for a diagram with at most
`d` rows. -/
def rowFilling (h : μ.colLen 0 ≤ d) : Cell μ → Fin d := fun c =>
  ⟨c.1.1, lt_of_lt_of_le
    (YoungDiagram.mem_iff_lt_colLen.mp (show (c.1.1, c.1.2) ∈ μ from c.2))
    ((μ.colLen_anti 0 c.1.2 (Nat.zero_le _)).trans h)⟩
```

The filling $f$ puts level $r$ in every cell of row $r$. It takes as an argument a proof `h` that `μ.colLen 0 ≤ d`. Here `colLen 0` is the length of the first column, which is the number of rows. The definition must show that $r$ is an allowed level: $r$ is less than the length of the cell's own column, which is at most the length of the first column, which is at most $d$.

```lean
/-- On a product of one-particle states `φ c`, the operator of `g` moves the factor at
cell `c` to cell `g c`. -/
theorem permOp_product (g : Perm (Cell μ)) (φ : Cell μ → Fin d → ℂ) :
    permOp d g (fun x => ∏ c, φ c (x c)) = fun x => ∏ c, φ (g.symm c) (x c) := by
  funext x
  exact Fintype.prod_equiv g _ _ (fun c => by simp)
```

This theorem confirms that $P_g$ moves particles as intended. On a product of one-particle states $\varphi_c$, substituting $c'=g(c)$ gives

$$\prod_c\varphi_c\bigl(x(g(c))\bigr)=\prod_{c'}\varphi_{g^{-1}(c')}\bigl(x(c')\bigr),$$

so the factor at $c$ moves to $g(c)$. The proof is this change of product index.

```lean
/-- The amplitudes of `a ψ` are sums of amplitudes of `ψ` over row permutations. -/
theorem rowSym_apply (ψ : State μ d) (x : Cell μ → Fin d) :
    rowSym μ d ψ x = ∑ g : rowGroup μ, ψ (x ∘ g.1) := by
  simp [rowSym, permOp, LinearMap.sum_apply, Finset.sum_apply]

/-- The amplitudes of `b ψ` are signed sums of amplitudes of `ψ` over column permutations. -/
theorem colAnti_apply (ψ : State μ d) (x : Cell μ → Fin d) :
    colAnti μ d ψ x = ∑ g : colGroup μ, ((Perm.sign g.1 : ℤ) : ℂ) * ψ (x ∘ g.1) := by
  simp [colAnti, permOp, LinearMap.sum_apply, Finset.sum_apply]
```

Written in amplitudes, the two operators are

$$(a\psi)(x)=\sum_{g\in R}\psi(x\circ g),\qquad (b\psi)(x)=\sum_{g\in C}\operatorname{sgn}(g)\,\psi(x\circ g).$$

Both follow by unfolding the definitions.

## With more than $d$ rows, $b$ vanishes

```lean
/-- Permuting the levels within the columns multiplies the amplitude of `b ψ` by the sign
of the permutation. -/
theorem colAnti_exchange {τ : Perm (Cell μ)} (hτ : τ ∈ colGroup μ) (ψ : State μ d)
    (x : Cell μ → Fin d) :
    colAnti μ d ψ (x ∘ τ) = ((Perm.sign τ : ℤ) : ℂ) * colAnti μ d ψ x := by
  rw [colAnti_apply, colAnti_apply, Finset.mul_sum]
  -- reindex the column group by left multiplication with `τ`
  refine Fintype.sum_equiv (Equiv.mulLeft (⟨τ, hτ⟩ : colGroup μ)) _ _ fun g => ?_
  change ((Perm.sign g.1 : ℤ) : ℂ) * ψ ((x ∘ τ) ∘ g.1) =
    ((Perm.sign τ : ℤ) : ℂ) * (((Perm.sign (τ * g.1) : ℤ) : ℂ) * ψ ((x ∘ τ) ∘ g.1))
  rw [Perm.sign_mul, Units.val_mul, Int.cast_mul]
  rcases Int.units_eq_one_or (Perm.sign τ) with h | h <;> simp [h]
```

For $\tau$ in the column group, set $h=\tau g$. As $g$ runs over $C$, so does $h$, and $\operatorname{sgn}(g)=\operatorname{sgn}(\tau)\operatorname{sgn}(h)$. Hence

$$(b\psi)(x\circ\tau)=\sum_{g\in C}\operatorname{sgn}(g)\,\psi(x\circ\tau g)=\operatorname{sgn}(\tau)\sum_{h\in C}\operatorname{sgn}(h)\,\psi(x\circ h)=\operatorname{sgn}(\tau)\,(b\psi)(x).$$

`Fintype.sum_equiv` carries out the substitution. The last line treats the two possible signs of $\tau$ separately.

```lean
/-- If the diagram has more than `d` rows, the column antisymmetriser vanishes on the
tensor power of `ℂ^d`. -/
theorem colAnti_eq_zero (h : d < μ.colLen 0) : colAnti μ d = 0 := by
  refine LinearMap.ext fun ψ => funext fun x => ?_
  -- two cells of the first column must share a level
  obtain ⟨p, q, hpq, hcol, hx⟩ : ∃ p q : Cell μ, p ≠ q ∧ p.1.2 = q.1.2 ∧ x p = x q := by
    let cell : Fin (μ.colLen 0) → Cell μ := fun i =>
      ⟨(i.1, 0), show (i.1, 0) ∈ μ from YoungDiagram.mem_iff_lt_colLen.mpr i.2⟩
    obtain ⟨i, j, hij, he⟩ :=
      Fintype.exists_ne_map_eq_of_card_lt (fun i => x (cell i)) (by simpa using h)
    refine ⟨cell i, cell j, fun e => hij (Fin.ext ?_), rfl, he⟩
    exact congrArg (fun c : Cell μ => c.1.1) e
  have hτ : swap p q ∈ colGroup μ := by
    change ∀ c, (swap p q c).1.2 = c.1.2
    intro c
    rw [swap_apply_def]
    split_ifs with h1 h2
    · rw [h1, hcol]
    · rw [h2, hcol]
    · rfl
  have hinv : x ∘ swap p q = x := by
    funext c
    change x (swap p q c) = x c
    rw [swap_apply_def]
    split_ifs with h1 h2
    · rw [h1, hx]
    · rw [h2, hx]
    · rfl
  -- their exchange changes the sign but not the configuration
  have e := colAnti_exchange hτ ψ x
  have e' : (((-1 : ℤˣ) : ℤ) : ℂ) = -1 := by simp
  rw [hinv, Perm.sign_swap hpq, e'] at e
  change colAnti μ d ψ x = 0
  linear_combination e / 2
```

Take any $\psi$ and any configuration $x$. The first column has more than $d$ cells but only $d$ levels are available, so two different cells $p$ and $q$ of that column carry the same level. Let $\tau$ exchange them. Then $\tau$ is in the column group, $x\circ\tau=x$ and $\operatorname{sgn}(\tau)=-1$. The previous theorem gives

$$(b\psi)(x)=-(b\psi)(x),$$

so $(b\psi)(x)=0$.

The Lean proof has the same parts. The `obtain` block finds $p$ and $q$ by the pigeonhole principle, `hτ` states that the exchange keeps columns, and `hinv` that it leaves $x$ unchanged. The final `linear_combination` solves the equation for the amplitude.

## With at most $d$ rows, one filling survives

```lean
/-- For a diagram with at most `d` rows, `a` multiplies the row-filled basis state by the
order of the row group. -/
theorem rowSym_rowFilling (h : μ.colLen 0 ≤ d) :
    rowSym μ d (basisState (rowFilling h)) =
      (Fintype.card (rowGroup μ) : ℂ) • basisState (rowFilling h) := by
  funext y
  have key : ∀ g : rowGroup μ,
      basisState (rowFilling h) (y ∘ g.1) = basisState (rowFilling h) y := by
    intro g
    have hg : ∀ c, (g.1 c).1.1 = c.1.1 := g.2
    have inv : rowFilling h ∘ g.1 = rowFilling h := funext fun c => Fin.ext (hg c)
    have hiff : y ∘ g.1 = rowFilling h ↔ y = rowFilling h := by
      constructor
      · intro e
        exact g.1.surjective.injective_comp_right (e.trans inv.symm)
      · intro e
        rw [e, inv]
    simp only [basisState, hiff]
  rw [rowSym_apply, Pi.smul_apply, smul_eq_mul, Finset.sum_congr rfl (fun g _ => key g),
    Finset.sum_const, Finset.card_univ, nsmul_eq_mul]
```

A row permutation $g$ does not change the filling: $f\circ g=f$. If $y\circ g=f$, then $y\circ g=f\circ g$, and since $g$ reaches every cell, $y=f$. The converse is immediate. So $e_f(y\circ g)=e_f(y)$ for every $g\in R$, and summing over the group gives

$$a\,e_f=|R|\,e_f .$$

In the code, `key` is the equality for a single $g$, and the closing rewrite adds up $|R|$ equal terms.

```lean
/-- For a diagram with at most `d` rows, `b` applied to the row-filled basis state has
amplitude one on that same configuration. -/
theorem colAnti_rowFilling (h : μ.colLen 0 ≤ d) :
    colAnti μ d (basisState (rowFilling h)) (rowFilling h) = 1 := by
  rw [colAnti_apply, Fintype.sum_eq_single (1 : colGroup μ)]
  · simp [basisState]
  · intro g hg
    have hc : ∀ c, (g.1 c).1.2 = c.1.2 := g.2
    -- a permutation that keeps both row and column of each cell is the identity
    have hne : rowFilling h ∘ g.1 ≠ rowFilling h := fun e =>
      hg (Subtype.ext (Equiv.ext fun c => Subtype.ext
        (Prod.ext (congrArg Fin.val (congrFun e c)) (hc c))))
    simp only [basisState, if_neg hne, mul_zero]
```

The amplitude to be found is

$$(b\,e_f)(f)=\sum_{g\in C}\operatorname{sgn}(g)\,e_f(f\circ g).$$

A term is nonzero only if $f\circ g=f$, which says that $g$ keeps every cell in its row. Since $g$ also keeps every cell in its column, it is the identity. One term remains, with value 1. `Fintype.sum_eq_single` reduces the sum to that term, and `hne` shows that the others vanish.

## The row criterion in both orders

```lean
/-- The Young operator `b a` on the tensor power of `ℂ^d` is nonzero if and only if the
diagram has at most `d` rows. -/
theorem young_ne_zero_iff (μ : YoungDiagram) (d : ℕ) :
    colAnti μ d ∘ₗ rowSym μ d ≠ 0 ↔ μ.colLen 0 ≤ d := by
  constructor
  · intro h
    by_contra hd
    exact h (by rw [colAnti_eq_zero (not_le.mp hd), LinearMap.zero_comp])
  · intro h h0
    -- the diagonal matrix element on the row filling is the order of the row group
    have e := congrFun (LinearMap.congr_fun h0 (basisState (rowFilling h))) (rowFilling h)
    rw [LinearMap.comp_apply, rowSym_rowFilling, map_smul, Pi.smul_apply,
      colAnti_rowFilling, smul_eq_mul, mul_one] at e
    exact Nat.cast_ne_zero.mpr Fintype.card_ne_zero e
```

The symbol `∘ₗ` composes linear maps and `↔` means "if and only if". The statement reads: for every diagram $\mu$ and every $d$, $ba\neq0$ if and only if $\mu$ has at most $d$ rows.

If there are more than $d$ rows, $b=0$ and so $ba=0$. If there are at most $d$, the two preceding results give the diagonal matrix element

$$(ba\,e_f)(f)=|R|\,(b\,e_f)(f)=|R|\neq0 .$$

The two bullets after `constructor` are these two directions. In the second, `h0` assumes $ba=0$, and evaluating it on $e_f$ at $f$ would give $|R|=0$, a contradiction.

The criterion includes the empty diagram, for which $ba$ is the identity on a one-dimensional space. It decides only whether the operator vanishes, and leaves open the dimension and irreducibility of its image.

It is easy to write `rowLen 0` for the number of rows, but that is the length of the first row, and the statement would then be false. For one row of two cells and $d=1$, the first row is longer than $d$, yet $ba$ is multiplication by 2.

```lean
/-- The Young operator in the opposite order, `a b`, is also nonzero if and only if the
diagram has at most `d` rows. -/
theorem young_reversed_ne_zero_iff (μ : YoungDiagram) (d : ℕ) :
    rowSym μ d ∘ₗ colAnti μ d ≠ 0 ↔ μ.colLen 0 ≤ d := by
  constructor
  · intro h
    by_contra hd
    exact h (by rw [colAnti_eq_zero (not_le.mp hd), LinearMap.comp_zero])
  · intro h h0
    have e := congrFun (LinearMap.congr_fun h0 (basisState (rowFilling h))) (rowFilling h)
    have s : ∀ g : rowGroup μ,
        colAnti μ d (basisState (rowFilling h)) (rowFilling h ∘ g.1) = 1 := by
      intro g
      have hg : ∀ c, (g.1 c).1.1 = c.1.1 := g.2
      have inv : rowFilling h ∘ g.1 = rowFilling h := funext fun c => Fin.ext (hg c)
      rw [inv, colAnti_rowFilling]
    rw [LinearMap.comp_apply, rowSym_apply, Finset.sum_congr rfl (fun g _ => s g),
      Finset.sum_const, Finset.card_univ, nsmul_eq_mul, mul_one] at e
    exact Nat.cast_ne_zero.mpr Fintype.card_ne_zero e
```

The same condition holds when $b$ acts first. With more than $d$ rows, $b=0$ again gives zero. Otherwise, since $f\circ g=f$ for row permutations,

$$(ab\,e_f)(f)=\sum_{g\in R}(b\,e_f)(f\circ g)=\sum_{g\in R}(b\,e_f)(f)=|R| .$$

The auxiliary statement `s` says that each term of the sum equals 1.

The same argument also settles $b$ alone: it vanishes with more than $d$ rows and has the amplitude 1 found above otherwise. For a single column of $n$ cells, $b$ is the full antisymmetriser, and the condition becomes the familiar one that $n$ identical fermions fit into $d$ independent one-particle states, spin included, only if $n\le d$.

## Two rows for spin one-half

```lean
/-- For spin one-half (`d = 2`), `b a` is nonzero if and only if the diagram has no cell
at the start of a third row. -/
theorem young_spin_half (μ : YoungDiagram) :
    colAnti μ 2 ∘ₗ rowSym μ 2 ≠ 0 ↔ (2, 0) ∉ μ := by
  rw [young_ne_zero_iff, YoungDiagram.mem_iff_lt_colLen, not_lt]

end

end YoungTensorSpace
```

For $d=2$, having at most two rows means that there is no cell in row 2, column 0. As rows are counted from 0, this is the first cell of the third row. The proof rewrites the general criterion with Mathlib's description of which cells belong to a diagram.

In electronic structure, this limits the diagrams usable for constructing many-electron spin functions with $ba$ to those with at most two rows; the result concerns permutations of the spin factors only and involves no Hamiltonian. For three electrons, the single column of three cells therefore gives zero on all eight spin products. The diagram with rows of two and one cells does not, although it too gives zero on the product with all spins up.

```lean
#print axioms YoungTensorSpace.permOp_product
-- 'YoungTensorSpace.permOp_product' depends on axioms: [propext, Classical.choice, Quot.sound]
#print axioms YoungTensorSpace.young_ne_zero_iff
-- 'YoungTensorSpace.young_ne_zero_iff' depends on axioms: [propext, Classical.choice, Quot.sound]
#print axioms YoungTensorSpace.young_reversed_ne_zero_iff
-- 'YoungTensorSpace.young_reversed_ne_zero_iff' depends on axioms: [propext, Classical.choice, Quot.sound]
#print axioms YoungTensorSpace.young_spin_half
-- 'YoungTensorSpace.young_spin_half' depends on axioms: [propext, Classical.choice, Quot.sound]
```
